# The reduced state of a noninteracting fragment evolves under its own Hamiltonian, even when it is entangled

Two molecules collide, become entangled, and then move so far apart that the coupling between them can be neglected. Can the state of one of them still be propagated with its own Hamiltonian alone, or does the shared entanglement make its motion depend on the other?

```lean
import Mathlib

open Matrix
open scoped Kronecker

namespace NoninteractingFragments

noncomputable section

variable {m n : Type*} [Fintype m] [DecidableEq m] [Fintype n] [DecidableEq n]

/-- The Hamiltonian `A ⊗ 1 + 1 ⊗ B` of two fragments that do not interact. -/
def fragmentHam (A : Matrix m m ℂ) (B : Matrix n n ℂ) : Matrix (m × n) (m × n) ℂ :=
  A ⊗ₖ (1 : Matrix n n ℂ) + (1 : Matrix m m ℂ) ⊗ₖ B

/-- The propagator `exp(-i t H)`, in units with `ℏ = 1`. -/
def propagator (H : Matrix m m ℂ) (t : ℝ) : Matrix m m ℂ :=
  NormedSpace.exp ((-(Complex.I * (t : ℂ))) • H)

/-- The matrix `U ρ U†` obtained from `ρ` with the propagator `U = exp(-i t H)`. -/
def evolve (H : Matrix m m ℂ) (t : ℝ) (ρ : Matrix m m ℂ) : Matrix m m ℂ :=
  propagator H t * ρ * (propagator H t)ᴴ

/-- The partial trace over fragment B, which leaves a matrix on fragment A. -/
def traceB (ρ : Matrix (m × n) (m × n) ℂ) : Matrix m m ℂ :=
  Matrix.of fun i j => ∑ k, ρ (i, k) (j, k)

/-- The partial trace over fragment A, which leaves a matrix on fragment B. -/
def traceA (ρ : Matrix (m × n) (m × n) ℂ) : Matrix n n ℂ :=
  Matrix.of fun i j => ∑ k, ρ (k, i) (k, j)

/-- The correlation matrix `ρ - ρ_A ⊗ ρ_B`. -/
def correlation (ρ : Matrix (m × n) (m × n) ℂ) : Matrix (m × n) (m × n) ℂ :=
  ρ - traceB ρ ⊗ₖ traceA ρ

/-- A continuous ring homomorphism between matrix algebras commutes with the exponential. -/
theorem map_matrix_exp {p : Type*} [Fintype p] [DecidableEq p]
    (f : Matrix m m ℂ →+* Matrix p p ℂ) (hf : Continuous f) (X : Matrix m m ℂ) :
    f (NormedSpace.exp X) = NormedSpace.exp (f X) := by
  -- completeness in the entrywise uniform structure, which is also that of the norm
  have hcs : CompleteSpace (Matrix m m ℂ) := inferInstanceAs (CompleteSpace (m → m → ℂ))
  let : NormedRing (Matrix m m ℂ) := Matrix.linftyOpNormedRing
  let : NormedAlgebra ℚ (Matrix m m ℂ) := Matrix.linftyOpNormedAlgebra
  let : NormedRing (Matrix p p ℂ) := Matrix.linftyOpNormedRing
  let : NormedAlgebra ℚ (Matrix p p ℂ) := Matrix.linftyOpNormedAlgebra
  have : @CompleteSpace (Matrix m m ℂ) PseudoMetricSpace.toUniformSpace := hcs
  exact NormedSpace.map_exp f hf X

/-- The propagator of two noninteracting fragments is the Kronecker product of the
fragment propagators. -/
theorem propagator_fragmentHam (A : Matrix m m ℂ) (B : Matrix n n ℂ) (t : ℝ) :
    propagator (fragmentHam A B) t = propagator A t ⊗ₖ propagator B t := by
  -- the two embeddings of a fragment algebra into the algebra of the whole system
  let f : Matrix m m ℂ →+* Matrix (m × n) (m × n) ℂ :=
    { toFun := fun X => X ⊗ₖ (1 : Matrix n n ℂ)
      map_one' := Matrix.one_kronecker_one
      map_mul' := fun X Y => by rw [← Matrix.mul_kronecker_mul, mul_one]
      map_zero' := Matrix.zero_kronecker _
      map_add' := fun X Y => Matrix.add_kronecker X Y _ }
  let g : Matrix n n ℂ →+* Matrix (m × n) (m × n) ℂ :=
    { toFun := fun X => (1 : Matrix m m ℂ) ⊗ₖ X
      map_one' := Matrix.one_kronecker_one
      map_mul' := fun X Y => by rw [← Matrix.mul_kronecker_mul, mul_one]
      map_zero' := Matrix.kronecker_zero _
      map_add' := fun X Y => Matrix.kronecker_add _ X Y }
  have hf : Continuous f := continuous_matrix fun i j =>
    (continuous_id.matrix_elem i.1 j.1).mul continuous_const
  have hg : Continuous g := continuous_matrix fun i j =>
    continuous_const.mul (continuous_id.matrix_elem i.2 j.2)
  set c : ℂ := -(Complex.I * (t : ℂ)) with hc
  have hsum : c • fragmentHam A B = f (c • A) + g (c • B) := by
    change c • (A ⊗ₖ (1 : Matrix n n ℂ) + (1 : Matrix m m ℂ) ⊗ₖ B)
      = (c • A) ⊗ₖ (1 : Matrix n n ℂ) + (1 : Matrix m m ℂ) ⊗ₖ (c • B)
    rw [smul_add, Matrix.smul_kronecker, Matrix.kronecker_smul]
  -- operators on different fragments commute
  have hcomm : Commute (f (c • A)) (g (c • B)) := by
    change (c • A) ⊗ₖ (1 : Matrix n n ℂ) * (1 : Matrix m m ℂ) ⊗ₖ (c • B)
      = (1 : Matrix m m ℂ) ⊗ₖ (c • B) * (c • A) ⊗ₖ (1 : Matrix n n ℂ)
    rw [← Matrix.mul_kronecker_mul, ← Matrix.mul_kronecker_mul, mul_one, one_mul,
      mul_one, one_mul]
  unfold propagator
  rw [← hc, hsum, Matrix.exp_add_of_commute _ _ hcomm, ← map_matrix_exp f hf,
    ← map_matrix_exp g hg]
  change NormedSpace.exp (c • A) ⊗ₖ (1 : Matrix n n ℂ)
    * (1 : Matrix m m ℂ) ⊗ₖ NormedSpace.exp (c • B) = _
  rw [← Matrix.mul_kronecker_mul, mul_one, one_mul]

/-- For a Hermitian Hamiltonian the adjoint of the propagator is `exp(i t H)`. -/
theorem propagator_conjTranspose {H : Matrix m m ℂ} (hH : H.IsHermitian) (t : ℝ) :
    (propagator H t)ᴴ = NormedSpace.exp ((Complex.I * (t : ℂ)) • H) := by
  have hs : star (-(Complex.I * (t : ℂ))) = Complex.I * (t : ℂ) := by simp
  rw [propagator, ← Matrix.exp_conjTranspose, Matrix.conjTranspose_smul, hH.eq, hs]

/-- For a Hermitian Hamiltonian the propagator is unitary, `U† U = 1`. -/
theorem propagator_unitary {H : Matrix m m ℂ} (hH : H.IsHermitian) (t : ℝ) :
    (propagator H t)ᴴ * propagator H t = 1 := by
  rw [propagator_conjTranspose hH, propagator, ← Matrix.exp_add_of_commute _ _
    (((Commute.refl H).smul_left _).smul_right _), ← add_smul, add_neg_cancel, zero_smul,
    NormedSpace.exp_zero]

omit [DecidableEq m] in
/-- In the partial trace over B of `(W ⊗ V) ρ (X ⊗ Y)` the factors on B cancel
if `Y V = 1`. -/
theorem traceB_conj (W X : Matrix m m ℂ) {V Y : Matrix n n ℂ} (h : Y * V = 1)
    (ρ : Matrix (m × n) (m × n) ℂ) :
    traceB (W ⊗ₖ V * ρ * X ⊗ₖ Y) = W * traceB ρ * X := by
  have hk : ∀ c d, ∑ k, Y c k * V k d = if c = d then 1 else 0 := fun c d => by
    rw [← Matrix.mul_apply, h, Matrix.one_apply]
  ext i j
  calc _ = ∑ q : m × n, ∑ p : m × n,
        W i p.1 * ρ p q * X q.1 j * ∑ k, Y q.2 k * V k p.2 := by
        simp only [traceB, Matrix.of_apply, Matrix.mul_apply, Matrix.kroneckerMap_apply,
          Finset.sum_mul, Finset.mul_sum]
        rw [Finset.sum_comm]
        refine Finset.sum_congr rfl fun q _ => ?_
        rw [Finset.sum_comm]
        exact Finset.sum_congr rfl fun p _ => Finset.sum_congr rfl fun k _ => by ring
    _ = _ := by
        simp only [hk, Fintype.sum_prod_type, mul_ite, mul_one, mul_zero,
          Finset.sum_ite_eq, Finset.mem_univ, if_true, traceB, Matrix.of_apply,
          Matrix.mul_apply, Finset.sum_mul, Finset.mul_sum]
        exact Finset.sum_congr rfl fun b _ => Finset.sum_comm

omit [DecidableEq n] in
/-- In the partial trace over A of `(W ⊗ V) ρ (X ⊗ Y)` the factors on A cancel
if `X W = 1`. -/
theorem traceA_conj {W X : Matrix m m ℂ} (V Y : Matrix n n ℂ) (h : X * W = 1)
    (ρ : Matrix (m × n) (m × n) ℂ) :
    traceA (W ⊗ₖ V * ρ * X ⊗ₖ Y) = V * traceA ρ * Y := by
  -- relabel the product index and use the result for the other fragment
  have hswap : traceA (W ⊗ₖ V * ρ * X ⊗ₖ Y)
      = traceB (V ⊗ₖ W * ρ.submatrix Prod.swap Prod.swap * Y ⊗ₖ X) := by
    ext i j
    simp only [traceA, traceB, Matrix.of_apply, Matrix.mul_apply,
      Matrix.kroneckerMap_apply, Matrix.submatrix_apply]
    refine Finset.sum_congr rfl fun k _ => ?_
    refine Fintype.sum_equiv (Equiv.prodComm m n) _ _ fun q => ?_
    have hin := Fintype.sum_equiv (Equiv.prodComm m n)
      (fun p : m × n => W k p.1 * V i p.2 * ρ p q)
      (fun p : n × m => V i p.1 * W k p.2 * ρ p.swap q)
      (fun p => by simp [mul_comm])
    simp only [Equiv.prodComm_apply, Prod.swap_swap, Prod.fst_swap, Prod.snd_swap]
    rw [hin, mul_comm (X q.1 k)]
  rw [hswap, traceB_conj V Y h]
  rfl

/-- Two noninteracting fragments with Hermitian Hamiltonians `A` and `B`: for every joint
matrix `ρ`, entangled or not, the reduced matrix of fragment A at time `t` is
`exp(-i t A) ρ_A exp(i t A)`. -/
theorem reduced_dynamics {A : Matrix m m ℂ} {B : Matrix n n ℂ} (hA : A.IsHermitian)
    (hB : B.IsHermitian) (t : ℝ) (ρ : Matrix (m × n) (m × n) ℂ) :
    traceB (evolve (fragmentHam A B) t ρ) =
      NormedSpace.exp ((-(Complex.I * (t : ℂ))) • A) * traceB ρ *
        NormedSpace.exp ((Complex.I * (t : ℂ)) • A) := by
  rw [evolve, propagator_fragmentHam, Matrix.conjTranspose_kronecker,
    traceB_conj _ _ (propagator_unitary hB t), propagator_conjTranspose hA, propagator]

/-- For Hermitian `A` and `B` the correlation matrix of noninteracting fragments evolves
by the same conjugation as the joint matrix: `C(t) = U C(0) U†`. -/
theorem correlation_evolve {A : Matrix m m ℂ} {B : Matrix n n ℂ} (hA : A.IsHermitian)
    (hB : B.IsHermitian) (t : ℝ) (ρ : Matrix (m × n) (m × n) ℂ) :
    correlation (evolve (fragmentHam A B) t ρ) =
      evolve (fragmentHam A B) t (correlation ρ) := by
  simp only [correlation, evolve, propagator_fragmentHam, Matrix.conjTranspose_kronecker]
  rw [traceB_conj _ _ (propagator_unitary hB t), traceA_conj _ _ (propagator_unitary hA t),
    mul_sub, sub_mul, Matrix.mul_kronecker_mul, Matrix.mul_kronecker_mul]

/-- For Hermitian `A` and `B`, the correlation matrix of noninteracting fragments vanishes at time
`t` if and only if it vanishes at time zero. -/
theorem uncorrelated_iff {A : Matrix m m ℂ} {B : Matrix n n ℂ} (hA : A.IsHermitian)
    (hB : B.IsHermitian) (t : ℝ) (ρ : Matrix (m × n) (m × n) ℂ) :
    correlation (evolve (fragmentHam A B) t ρ) = 0 ↔ correlation ρ = 0 := by
  rw [correlation_evolve hA hB]
  have hH : (fragmentHam A B).IsHermitian := by
    rw [Matrix.IsHermitian, fragmentHam, Matrix.conjTranspose_add,
      Matrix.conjTranspose_kronecker, Matrix.conjTranspose_kronecker, hA.eq, hB.eq,
      Matrix.conjTranspose_one, Matrix.conjTranspose_one]
  have hU := propagator_unitary hH t
  unfold evolve
  set U := propagator (fragmentHam A B) t
  constructor
  · intro h
    -- undo the evolution with the adjoint propagator
    calc correlation ρ = (Uᴴ * U) * correlation ρ * (Uᴴ * U) := by
          rw [hU, one_mul, mul_one]
      _ = Uᴴ * (U * correlation ρ * Uᴴ) * U := by noncomm_ring
      _ = 0 := by rw [h, mul_zero, zero_mul]
  · intro h
    rw [h, mul_zero, zero_mul]

end

end NoninteractingFragments
```

```lean
#print axioms NoninteractingFragments.reduced_dynamics
#print axioms NoninteractingFragments.uncorrelated_iff
```

```
'NoninteractingFragments.reduced_dynamics' depends on axioms: [propext, Classical.choice, Quot.sound]
'NoninteractingFragments.uncorrelated_iff' depends on axioms: [propext, Classical.choice, Quot.sound]
```

## What is claimed about the two fragments

The fragments have finite bases, indexed by `m` for fragment A and `n` for fragment B. A basis state of the pair is labelled by an element of `m × n`. The letters A and B also denote the fragment Hamiltonians, which are complex matrices, and the joint Hamiltonian `fragmentHam A B` is

H = A⊗1 + 1⊗B.

With ℏ = 1, `propagator H t` is U = exp(−itH) for real t, and `evolve H t ρ` is UρU†. The name `traceB` says which fragment is discarded: `traceB ρ` is the reduced matrix ρ_A of fragment A, with entries

ρ_A(i, j) = Σ_k ρ((i, k), (j, k)).

Likewise `traceA ρ` is ρ_B.

The theorem `reduced_dynamics` states that, for Hermitian A and B,

Tr_B(UρU†) = exp(−itA) ρ_A exp(itA).

The Hamiltonian B does not appear on the right. Nothing is assumed about ρ: it may be entangled, and it need not be positive or have trace one. A density matrix is the physical case.

Two further theorems concern the correlation matrix

C = ρ − ρ_A⊗ρ_B,

which is `correlation ρ`. By `correlation_evolve` it obeys C(t) = U C(0) U†, and by `uncorrelated_iff` it vanishes at time t exactly when it vanishes at time zero. For a density matrix of trace one, C = 0 means that ρ is a product state. Without that normalisation the reading fails, since ρ_A⊗ρ_B is quadratic in ρ. Nor is C a measure of entanglement: a classical mixture of product states can have C ≠ 0.

## Where this matters for separated molecules

The expectation value of an observable O on fragment A is Tr((O⊗1)ρ) = Tr(Oρ_A). For noninteracting fragments in a finite basis that start from a given joint state, its value at later times therefore does not depend on which Hermitian Hamiltonian acts on B. This gives a size-consistency condition for approximate real-time electronic structure methods: in that limit, and for the same initial joint state, a change of the distant fragment's Hamiltonian should leave the computed dynamics of A unchanged.

Real molecules fit this model only approximately. The product basis assigns each electron to one fragment, the form of H sets the residual Coulomb coupling to zero, and the theorems give no estimate of the error made by either step. The Hamiltonians are also constant in time.

## The joint propagator factorises

Put c = −it. Then

cH = (cA)⊗1 + 1⊗(cB).

The two terms commute, because their product in either order is (cA)⊗(cB). The exponential of their sum is therefore the product of their exponentials. For a single term, the power series gives

exp(X⊗1) = Σ_k (X⊗1)^k/k! = (Σ_k X^k/k!)⊗1 = exp(X)⊗1,

and in the same way exp(1⊗X) = 1⊗exp(X). With U_A = exp(−itA) and U_B = exp(−itB),

U = (U_A⊗1)(1⊗U_B) = U_A⊗U_B.

This is `propagator_fragmentHam`, and it needs no Hermiticity. In its proof, `f` and `g` are the embeddings X ↦ X⊗1 and X ↦ 1⊗X, written as ring homomorphisms. The statement `hsum` splits the exponent, and `hcomm` says that the two parts commute. The power-series argument is replaced by `map_matrix_exp`: a continuous ring homomorphism between matrix algebras can be moved through the exponential. That lemma chooses a matrix norm locally, so that Mathlib's general theorem on the exponential applies.

For a Hermitian H, taking the adjoint of the exponent gives

U† = exp((−itH)†) = exp(itH).

Since itH and −itH commute,

U†U = exp(itH − itH) = exp(0) = 1.

These two facts are `propagator_conjTranspose` and `propagator_unitary`. They hold for each fragment as well as for the pair.

## The discarded fragment cancels inside the partial trace

Let W and X be matrices on A, and let V and Y be matrices on B with YV = 1. Write the joint indices as p = (p₁, p₂) and q = (q₁, q₂). The (i, j) entry of Tr_B((W⊗V)ρ(X⊗Y)) is

Σ_k Σ_q Σ_p W(i, p₁) V(k, p₂) ρ(p, q) X(q₁, j) Y(q₂, k).

Only V and Y contain k, and the sum over k gives

Σ_k Y(q₂, k) V(k, p₂) = (YV)(q₂, p₂) = δ(q₂, p₂).

Hence q₂ = p₂, and what remains is

Σ_{p₁} Σ_{q₁} W(i, p₁) [Σ_{p₂} ρ((p₁, p₂), (q₁, p₂))] X(q₁, j) = (Wρ_A X)(i, j).

The lemma `traceB_conj` follows this calculation. The first step of its `calc` block exchanges the sums and collects the factors that contain k; the second uses `hk`, the entrywise form of YV = 1, to replace the sum over k by a Kronecker delta, and then carries out the sum that the delta collapses. In the Lean expression, `⊗ₖ` binds more tightly than `*`.

The lemma `traceA_conj` is the corresponding result for the other partial trace, with the condition XW = 1. Its proof exchanges the two components of every joint index with `Prod.swap` and then applies `traceB_conj`.

The reduced dynamics now follows. Since U† = U_A†⊗U_B†, take W = U_A, V = U_B, X = U_A† and Y = U_B†. The condition YV = 1 is the unitarity of U_B, so

Tr_B(UρU†) = U_A ρ_A U_A† = exp(−itA) ρ_A exp(itA).

The rewrites in `reduced_dynamics` take these steps in the same order. Hermiticity of B supplies the cancellation, and Hermiticity of A turns U_A† into exp(itA).

## Correlation is carried along unchanged in kind

At time t the reduced matrices are U_Aρ_A U_A† and U_Bρ_B U_B†. Their Kronecker product is

(U_Aρ_A U_A†)⊗(U_Bρ_B U_B†) = U(ρ_A⊗ρ_B)U†.

Subtracting it from UρU† gives

C(t) = U(ρ − ρ_A⊗ρ_B)U† = U C(0) U†.

The proof of `correlation_evolve` obtains the two reduced matrices from `traceB_conj` and `traceA_conj`, then combines the products.

If C(0) = 0, then C(t) = 0 at once. Conversely, unitarity gives

C(0) = U†U C(0) U†U = U† C(t) U,

so C(t) = 0 implies C(0) = 0. The proof of `uncorrelated_iff` first checks that H is Hermitian, which makes U unitary, and then carries out this reversal in its `calc` block.

## The formula can fail for a non-Hermitian partner

The formula for the reduced dynamics can fail if B is an arbitrary complex matrix, even a diagonal one. Let both fragments have two levels, 0 and 1, and take

A = 0, B = diag(0, −iγ), γ > 0.

The matrix B describes loss from level 1 of the second fragment, as an absorbing potential would. Start from the normalised entangled state (|00⟩ + |11⟩)/√2, for which ρ_A = diag(1/2, 1/2). The propagator turns the state into

(|00⟩ + e^(−γt)|11⟩)/√2,

and its reduced matrix on A is

diag(1/2, e^(−2γt)/2).

With A = 0 the formula would predict diag(1/2, 1/2) at all times, which is wrong for every t > 0. Dividing by the remaining trace does not repair it, because the two populations of A are no longer equal. This does not mean that the loss on B can be seen by measuring A alone. The non-Hermitian propagator keeps only the part of the state in which B has not been lost, and the unequal populations belong to that part. The lost part has A in level 1 with weight (1 − e^(−2γt))/2, and adding it restores both populations of A to 1/2.
